# A Size-Independent Bound on the Infrared Spin-Wave Sum in Three or More Dimensions

In a classical ferromagnet with nearest-neighbour coupling whose spins can rotate continuously, a slow twist of the spin direction costs little energy. Thermal fluctuations therefore fill the long-wavelength modes most strongly. In the harmonic spin-wave picture, a mode of energy $E$ at temperature $T$ has weight proportional to $T/E$, and the total weight of these modes, divided by the number of sites, is what the ordered state loses. In one and two dimensions this loss grows without limit as the lattice grows, which is the obstruction to order behind the Mermin–Wagner theorem. Does it stay bounded in three?

Take a periodic hypercubic lattice with $L$ sites along each of $d$ directions. Its modes are labelled by $m=(m_i)$ with $m_i\in\{0,\dots,L-1\}$, and their dispersion is

$$E(m)=d-\sum_i\cos\frac{2\pi m_i}{L}.$$

For every $d\ge 3$ and $L\ge 1$,

$$I_d(L)=\frac1{L^d}\sum_{m\ne0}\frac1{E(m)}\le\frac{d\,3^{d-1}}{8},$$

so in three dimensions the bound is $27/8$ for every size.

## Phase space against the singularity

**A quadratic lower bound.** Let $e(a)=\min(a,L-a)$ be the distance of an index $a$ from zero on the ring. For $0\le x\le\tfrac12$, Jordan's inequality gives $\sin\pi x\ge 2x$, hence

$$1-\cos2\pi x=2\sin^2\pi x\ge 8x^2 .$$

Since $\cos(2\pi a/L)=\cos(2\pi e(a)/L)$, this applies with $x=e(a)/L$. Now $E(m)=\sum_j(1-\cos(2\pi m_j/L))$ has no negative terms, so keeping only the term $j=i$ gives

$$E(m)\ge 8\,\frac{e(m_i)^2}{L^2}\quad\text{for every } i.$$

**Sorting the modes.** A nonzero mode has some $e(m_j)>0$. Choose a direction $i$ in which $e(m_i)$ is largest, and put $a=m_i$. Then $m$ belongs to the family $D(i,a)$ of modes with component $a$ in direction $i$ and $e(m_j)\le e(a)$ in all other directions.

**Counting.** An index with $e(b)\le r$ lies among $0,\dots,r$ or among the last $r$ indices, so there are at most $2r+1$ of them. Hence $D(i,a)$ has at most $(2e(a)+1)^{d-1}$ members.

**Summing.** Write $e=e(a)\ge1$, so that $2e+1\le3e$. The family contributes at most

$$(3e)^{d-1}\frac{L^2}{8e^2}=\frac{3^{d-1}}8\,e^{d-3}L^2\le\frac{3^{d-1}}8L^{d-1}.$$

The last step uses $e\le L$ and $d\ge3$. There are at most $dL$ pairs $(i,a)$, so the full sum is at most $d\,3^{d-1}L^d/8$. Division by $L^d$ gives the bound.

**Consequence for order.** Let $S(m)$ be a structure factor with $L^{-d}\sum_mS(m)=1$ and $S(m)\le T/E(m)$ for $m\ne0$, where $T\ge0$. Separating the zero mode gives

$$\frac{S(0)}{L^d}=1-\frac1{L^d}\sum_{m\ne0}S(m)\ge1-T\,I_d(L)\ge1-T\,\frac{d\,3^{d-1}}8 .$$

In three dimensions the right-hand side is positive for $T<8/27$, whatever the size.

## Modes and dispersion in Lean

The dimension `d` and the linear size `L` are natural numbers.

```lean
import Mathlib

open Finset Real

namespace InfraredBoundThreeDim

noncomputable section

variable {d L : ℕ}
```

The folded index is $e(a)$. The type `Fin L` holds the indices $0,\dots,L-1$.

```lean
/-- Distance of a momentum index from zero on the periodic ring of `L` indices. -/
def foldedIndex (a : Fin L) : ℕ := min (a : ℕ) (L - a)
```

A mode is a function `Fin d → Fin L`. The lattice spacing is one, and the energy scale is fixed by giving each cosine coefficient one.

```lean
/-- Dispersion `d - ∑ cos (2π mᵢ / L)` of the nearest-neighbour hypercubic lattice. -/
def dispersion (m : Fin d → Fin L) : ℝ :=
  d - ∑ i, Real.cos (2 * π * ((m i : ℕ) : ℝ) / L)
```

The sum $I_d(L)$ runs over all modes with `0` erased. The assumption `NeZero L` says $L\ge1$, which guarantees that a zero mode exists.

```lean
/-- Sum of the inverse dispersion over all nonzero modes, per lattice site. -/
def infraredSum (d L : ℕ) [NeZero L] : ℝ :=
  (∑ m ∈ univ.erase (0 : Fin d → Fin L), 1 / dispersion m) / (L : ℝ) ^ d
```

Next come the indices within distance $r$ of zero and the family $D(i,a)$. The latter is a product of finite sets: the single index `a` in direction `i`, and the low indices in every other direction.

```lean
/-- Momentum indices at distance at most `r` from zero. -/
def lowModes (L r : ℕ) : Finset (Fin L) := univ.filter fun b => foldedIndex b ≤ r

/-- Modes with component `a` in direction `i` and no other component farther from zero. -/
def dominatedModes (i : Fin d) (a : Fin L) : Finset (Fin d → Fin L) :=
  Fintype.piFinset fun j => if j = i then {a} else lowModes L (foldedIndex a)
```

## The dispersion away from zero momentum

In the next proof, `quad` is Jordan's inequality turned into a bound on the cosine. The step `gap` transfers it to a ring index in two cases: either $a$ is already the shorter distance, or the reflection $\cos(2\pi-\theta)=\cos\theta$ replaces it by $L-a$. Finally, `Finset.single_le_sum` keeps one term of the nonnegative sum.

```lean
/-- The dispersion is bounded below by a quadratic function of each folded momentum component. -/
theorem dispersion_lower (m : Fin d → Fin L) (i : Fin d) :
    8 * ((foldedIndex (m i) : ℝ) / L) ^ 2 ≤ dispersion m := by
  -- Jordan's inequality for the sine, written for the cosine of the double angle
  have quad : ∀ x : ℝ, 0 ≤ x → x ≤ 1 / 2 → 8 * x ^ 2 ≤ 1 - Real.cos (2 * π * x) := by
    intro x hx hx2
    have h := Real.mul_le_sin (mul_nonneg pi_pos.le hx) (by nlinarith [pi_pos])
    have h2 : 2 / π * (π * x) = 2 * x := by field_simp
    rw [h2] at h
    rw [show 2 * π * x = 2 * (π * x) by ring, Real.cos_two_mul]
    nlinarith [Real.sin_sq_add_cos_sq (π * x),
      mul_self_le_mul_self (by linarith : 0 ≤ 2 * x) h]
  have gap : ∀ a : Fin L, 8 * ((foldedIndex a : ℝ) / L) ^ 2 ≤
      1 - Real.cos (2 * π * ((a : ℕ) : ℝ) / L) := by
    intro a
    have ha := a.isLt
    have hL : (0 : ℝ) < L := by exact_mod_cast Nat.zero_lt_of_lt ha
    have haL : ((a : ℕ) : ℝ) ≤ L := by exact_mod_cast ha.le
    rcases le_total (a : ℕ) (L - a) with h | h
    · have hf : foldedIndex a = (a : ℕ) := min_eq_left h
      have h2 : 2 * ((a : ℕ) : ℝ) ≤ L := by
        have : 2 * (a : ℕ) ≤ L := by omega
        exact_mod_cast this
      rw [hf, mul_div_assoc]
      exact quad _ (by positivity) (by rw [div_le_iff₀ hL]; linarith)
    · have hf : foldedIndex a = L - (a : ℕ) := min_eq_right h
      have h2 : (L : ℝ) ≤ 2 * ((a : ℕ) : ℝ) := by
        have : L ≤ 2 * (a : ℕ) := by omega
        exact_mod_cast this
      have hq := quad (((L : ℝ) - ((a : ℕ) : ℝ)) / L)
        (div_nonneg (by linarith) hL.le) (by rw [div_le_iff₀ hL]; linarith)
      have hs : 2 * π * (((L : ℝ) - ((a : ℕ) : ℝ)) / L)
          = 2 * π - 2 * π * ((a : ℕ) : ℝ) / L := by
        rw [sub_div, div_self hL.ne']; ring
      rw [hs, Real.cos_two_pi_sub] at hq
      rw [hf, Nat.cast_sub ha.le]
      exact hq
  have h : dispersion m = ∑ j, (1 - Real.cos (2 * π * ((m j : ℕ) : ℝ) / L)) := by
    simp [dispersion, Finset.sum_sub_distrib]
  rw [h]
  exact (gap (m i)).trans (Finset.single_le_sum
    (f := fun j => 1 - Real.cos (2 * π * ((m j : ℕ) : ℝ) / L))
    (fun j _ => sub_nonneg.2 (Real.cos_le_one _)) (mem_univ i))
```

The dominant direction exists because a function on a finite nonempty set attains its maximum. A nonzero component has positive folded index, so the maximum is positive too.

```lean
/-- A nonzero mode has a direction whose folded component is positive and maximal. -/
theorem exists_dominant [NeZero L] {m : Fin d → Fin L} (hm : m ≠ 0) :
    ∃ i, 0 < foldedIndex (m i) ∧ ∀ j, foldedIndex (m j) ≤ foldedIndex (m i) := by
  obtain ⟨i₀, h₀⟩ := Function.ne_iff.1 hm
  have : Nonempty (Fin d) := ⟨i₀⟩
  obtain ⟨i, hi⟩ := Finite.exists_max (fun j => foldedIndex (m j))
  have hv : (m i₀ : ℕ) ≠ 0 := fun h => h₀ (Fin.ext (by simpa using h))
  have hp : 0 < foldedIndex (m i₀) := by
    have := (m i₀).isLt
    unfold foldedIndex
    omega
  exact ⟨i, hp.trans_le (hi i₀), hi⟩
```

Together these two results make the dispersion strictly positive at every nonzero mode, so each reciprocal in the sum is an ordinary one.

```lean
/-- The dispersion is strictly positive at every nonzero mode. -/
theorem dispersion_pos [NeZero L] {m : Fin d → Fin L} (hm : m ≠ 0) : 0 < dispersion m := by
  obtain ⟨i, hp, -⟩ := exists_dominant hm
  have hL : 0 < L := NeZero.pos L
  exact lt_of_lt_of_le (by positivity) (dispersion_lower m i)
```

## Counting and summation

The inner statement `low` maps the low indices injectively into the two intervals used above. The size of the product set is the product of the sizes of its factors: one from direction `i`, and at most $2e(a)+1$ from each of the other $d-1$.

```lean
/-- Phase-space count: for a fixed direction `i` and a fixed index `a` at distance `e` from zero,
the family `dominatedModes i a` has at most `(2e+1)^(d-1)` members. -/
theorem card_dominatedModes_le (i : Fin d) (a : Fin L) :
    (dominatedModes i a).card ≤ (2 * foldedIndex a + 1) ^ (d - 1) := by
  have low : ∀ r, (lowModes L r).card ≤ 2 * r + 1 := by
    intro r
    calc (lowModes L r).card ≤ (range (r + 1) ∪ Ico (L - r) L).card := by
          refine Finset.card_le_card_of_injOn (fun b => (b : ℕ)) ?_ (fun a _ b _ h => Fin.ext h)
          intro b hb
          have := b.isLt
          simp [lowModes, foldedIndex] at hb ⊢
          omega
      _ ≤ (range (r + 1)).card + (Ico (L - r) L).card := card_union_le _ _
      _ ≤ 2 * r + 1 := by rw [card_range, Nat.card_Ico]; omega
  have h : ∀ j ∈ univ.erase i, (if j = i then ({a} : Finset (Fin L))
      else lowModes L (foldedIndex a)).card = (lowModes L (foldedIndex a)).card :=
    fun j hj => by rw [if_neg (Finset.ne_of_mem_erase hj)]
  rw [dominatedModes, Fintype.card_piFinset, ← Finset.mul_prod_erase univ _ (mem_univ i),
    Finset.prod_congr rfl h, if_pos (rfl : i = i), card_singleton, one_mul, prod_const,
    card_erase_of_mem (mem_univ i), card_univ, Fintype.card_fin]
  exact Nat.pow_le_pow_left (low _) _
```

The main proof writes $d=k+3$, so that $e^{d-3}$ becomes the natural power $e^k$. The weight `w a` is $L^2/(8e(a)^2)$, and `F m p` assigns it to the mode `m` when `m` lies in the family of the pair `p`, which stands for $(i,a)$. For $e(a)=0$ Lean's division by zero makes the weight zero, which is harmless because no nonzero mode needs such a pair.

The step `point` bounds each $1/E(m)$ by the weights assigned to `m`, and `weight` is the estimate for one family. A mode with several dominant directions is counted more than once, which only enlarges the upper bound. In the closing calculation, `Finset.sum_comm` exchanges the sums over modes and pairs, turning the inner sum into a family's size times its weight.

```lean
/-- In dimension `d ≥ 3` the inverse dispersion summed over nonzero modes, per site, is at most
`d 3^(d-1) / 8` for every lattice size. -/
theorem infraredSum_le [NeZero L] (hd : 3 ≤ d) :
    infraredSum d L ≤ d * 3 ^ (d - 1) / 8 := by
  obtain ⟨k, rfl⟩ := Nat.exists_eq_add_of_le' hd
  have hL : 0 < L := NeZero.pos L
  let w : Fin L → ℝ := fun a => (L : ℝ) ^ 2 / (8 * (foldedIndex a : ℝ) ^ 2)
  let F : (Fin (k + 3) → Fin L) → Fin (k + 3) × Fin L → ℝ :=
    fun m p => if m ∈ dominatedModes p.1 p.2 then w p.2 else 0
  have hF : ∀ m p, 0 ≤ F m p := by
    intro m p
    dsimp only [F, w]
    split_ifs <;> positivity
  -- each nonzero mode is charged to its dominant component
  have point : ∀ m : Fin (k + 3) → Fin L, m ≠ 0 → 1 / dispersion m ≤ ∑ p, F m p := by
    intro m hm
    obtain ⟨i, hp, hi⟩ := exists_dominant hm
    have hmem : m ∈ dominatedModes i (m i) := by
      rw [dominatedModes, Fintype.mem_piFinset]
      intro j
      by_cases h : j = i
      · simp [h]
      · simpa [h, lowModes] using hi j
    calc 1 / dispersion m ≤ 1 / (8 * ((foldedIndex (m i) : ℝ) / L) ^ 2) :=
          one_div_le_one_div_of_le (by positivity) (dispersion_lower m i)
      _ = w (m i) := by dsimp only [w]; field_simp
      _ = F m (i, m i) := (if_pos hmem).symm
      _ ≤ ∑ p, F m p := Finset.single_le_sum (fun p _ => hF m p) (mem_univ (i, m i))
  -- phase space beats the infrared singularity
  have weight : ∀ (i : Fin (k + 3)) (a : Fin L),
      ((dominatedModes i a).card : ℝ) * w a ≤ 3 ^ (k + 2) * (L : ℝ) ^ (k + 2) / 8 := by
    intro i a
    rcases Nat.eq_zero_or_pos (foldedIndex a) with h | h
    · have h0 : w a = 0 := by simp [w, h]
      rw [h0, mul_zero]
      positivity
    · have hc : ((dominatedModes i a).card : ℝ) ≤ (3 * (foldedIndex a : ℝ)) ^ (k + 2) := by
        have h1 := card_dominatedModes_le i a
        rw [show k + 3 - 1 = k + 2 by omega] at h1
        exact_mod_cast h1.trans (Nat.pow_le_pow_left (by omega) _)
      have he : (foldedIndex a : ℝ) ≤ L := by
        exact_mod_cast (min_le_left _ _).trans a.isLt.le
      calc ((dominatedModes i a).card : ℝ) * w a
          ≤ (3 * (foldedIndex a : ℝ)) ^ (k + 2) * w a :=
            mul_le_mul_of_nonneg_right hc (by dsimp only [w]; positivity)
        _ = 3 ^ (k + 2) * ((foldedIndex a : ℝ) ^ k * (L : ℝ) ^ 2) / 8 := by
            dsimp only [w]
            rw [mul_pow, pow_add (foldedIndex a : ℝ) k 2]
            field_simp
        _ ≤ 3 ^ (k + 2) * ((L : ℝ) ^ k * (L : ℝ) ^ 2) / 8 := by gcongr
        _ = 3 ^ (k + 2) * (L : ℝ) ^ (k + 2) / 8 := by ring
  rw [infraredSum, div_le_iff₀ (by positivity)]
  calc ∑ m ∈ univ.erase (0 : Fin (k + 3) → Fin L), 1 / dispersion m
      ≤ ∑ m ∈ univ.erase (0 : Fin (k + 3) → Fin L), ∑ p, F m p :=
        sum_le_sum fun m hm => point m (Finset.ne_of_mem_erase hm)
    _ ≤ ∑ m, ∑ p, F m p := sum_le_sum_of_subset_of_nonneg (erase_subset _ _)
        (fun m _ _ => sum_nonneg fun p _ => hF m p)
    _ = ∑ p : Fin (k + 3) × Fin L, ((dominatedModes p.1 p.2).card : ℝ) * w p.2 := by
        rw [Finset.sum_comm]
        refine sum_congr rfl fun p _ => ?_
        dsimp only [F]
        rw [Finset.sum_ite_mem, univ_inter, sum_const, nsmul_eq_mul]
    _ ≤ ∑ _p : Fin (k + 3) × Fin L, 3 ^ (k + 2) * (L : ℝ) ^ (k + 2) / 8 :=
        sum_le_sum fun p _ => weight p.1 p.2
    _ = _ := by
        simp only [sum_const, card_univ, Fintype.card_prod, Fintype.card_fin, nsmul_eq_mul]
        rw [show k + 3 - 1 = k + 2 by omega]
        push_cast
        ring
```

The three-dimensional case is stated with the cosines written out. At $L=1$ there are no nonzero modes and the left-hand side is zero. The constant $27/8$ is not claimed to be the best possible.

```lean
/-- On the cubic lattice the infrared sum per site is at most `27/8` for every size `L`. -/
theorem cubic_infrared_sum_le (L : ℕ) [NeZero L] :
    (∑ m ∈ univ.erase (0 : Fin 3 → Fin L),
      1 / (3 - ∑ i, Real.cos (2 * π * ((m i : ℕ) : ℝ) / L))) / (L : ℝ) ^ 3 ≤ 27 / 8 := by
  have h := infraredSum_le (d := 3) (L := L) le_rfl
  have e : ((3 : ℕ) : ℝ) * 3 ^ (3 - 1) / 8 = 27 / 8 := by norm_num
  rw [e] at h
  simpa only [infraredSum, dispersion, Nat.cast_ofNat] using h
```

## The weight left in the zero mode

Here `S` is any real function on the modes, and its two properties are assumptions. The sum rule `hsum` expresses spins of unit length, with $S(m)$ the thermal average of the squared Fourier amplitude divided by $L^d$; then $S(0)/L^d$ is the thermal average of $|M/L^d|^2$, where $M$ is the sum of all spins. The infrared bound `hS` caps the weight of each nonzero mode at the harmonic form $T/E(m)$. The number `T` is a temperature in units that absorb the coupling and the number of spin components.

The proof splits off the zero mode from the sum rule and inserts the bound on `infraredSum`.

```lean
/-- Let `d ≥ 3` and `T ≥ 0`. If a real function `S` on the modes obeys the sum rule and the infrared
bound `S m ≤ T / E m` at nonzero modes, its zero-mode fraction is at least `1 - T d 3^(d-1) / 8` for
every lattice size. -/
theorem zero_mode_fraction_ge [NeZero L] (hd : 3 ≤ d) {T : ℝ} (hT : 0 ≤ T)
    (S : (Fin d → Fin L) → ℝ) (hsum : (∑ m, S m) / (L : ℝ) ^ d = 1)
    (hS : ∀ m, m ≠ 0 → S m ≤ T / dispersion m) :
    1 - T * (d * 3 ^ (d - 1) / 8) ≤ S 0 / (L : ℝ) ^ d := by
  have h1 : (∑ m ∈ univ.erase 0, S m) / (L : ℝ) ^ d ≤ T * infraredSum d L := by
    rw [infraredSum, ← mul_div_assoc, mul_sum]
    refine div_le_div_of_nonneg_right (sum_le_sum fun m hm => ?_) (by positivity)
    rw [mul_one_div]
    exact hS m (Finset.ne_of_mem_erase hm)
  rw [← Finset.add_sum_erase univ S (mem_univ 0), add_div] at hsum
  have h2 := mul_le_mul_of_nonneg_left (infraredSum_le (L := L) hd) hT
  linarith
```

No Hamiltonian or Gibbs state appears. To deduce long-range order at low temperature in a particular magnet from this theorem, one must first establish the sum rule and the infrared bound for it. For simulations of classical spins in a periodic cubic box that satisfy both assumptions, the result means that at small enough `T` the thermal average of $|M/L^d|^2$ keeps a positive lower bound however large the box is made.

The two assumptions are compatible. The following function takes the largest value allowed at every nonzero mode and places the remaining weight in the zero mode.

```lean
/-- Real function on the modes equal to `T / E m` at nonzero modes, with the rest of the total
weight `L^d` in the zero mode. -/
def saturatedFactor [NeZero L] (T : ℝ) (m : Fin d → Fin L) : ℝ :=
  if m = 0 then (L : ℝ) ^ d - T * ∑ q ∈ univ.erase (0 : Fin d → Fin L), 1 / dispersion q
  else T / dispersion m
```

The sum rule then follows by cancellation, and the infrared bound is an equality. The theorem allows any real `T`, although at large `T` the zero-mode value can become negative and lose its meaning as a structure factor. In three dimensions it is nonnegative for $0\le T\le8/27$.

```lean
/-- For every real `T`, the function `saturatedFactor T` obeys the sum rule and the infrared bound.
-/
theorem zero_mode_fraction_witness [NeZero L] (T : ℝ) :
    (∑ m : Fin d → Fin L, saturatedFactor T m) / (L : ℝ) ^ d = 1 ∧
      ∀ m : Fin d → Fin L, m ≠ 0 → saturatedFactor T m ≤ T / dispersion m := by
  have hL : (L : ℝ) ≠ 0 := Nat.cast_ne_zero.2 (NeZero.ne L)
  refine ⟨?_, fun m hm => by rw [saturatedFactor, if_neg hm]⟩
  have h : ∑ m ∈ univ.erase (0 : Fin d → Fin L), saturatedFactor T m
      = T * ∑ q ∈ univ.erase (0 : Fin d → Fin L), 1 / dispersion q := by
    rw [mul_sum]
    refine sum_congr rfl fun m hm => ?_
    rw [saturatedFactor, if_neg (Finset.ne_of_mem_erase hm), mul_one_div]
  rw [← Finset.add_sum_erase univ (saturatedFactor T) (mem_univ (0 : Fin d → Fin L)), h,
    saturatedFactor, if_pos rfl, sub_add_cancel, div_self (pow_ne_zero d hL)]

end

end InfraredBoundThreeDim
```

```lean
#print axioms InfraredBoundThreeDim.dispersion_pos
#print axioms InfraredBoundThreeDim.cubic_infrared_sum_le
#print axioms InfraredBoundThreeDim.zero_mode_fraction_ge
```

```
'InfraredBoundThreeDim.dispersion_pos' depends on axioms: [propext, Classical.choice, Quot.sound]
'InfraredBoundThreeDim.cubic_infrared_sum_le' depends on axioms: [propext, Classical.choice, Quot.sound]
'InfraredBoundThreeDim.zero_mode_fraction_ge' depends on axioms: [propext, Classical.choice, Quot.sound]
```

## The infinite-lattice integral as an alternative

The question could also be posed directly for the infinite lattice, as the finiteness of

$$\int_{[-\pi,\pi]^3}\frac{d^3k}{(2\pi)^3}\,\frac1{3-\sum_i\cos k_i}.$$

The zero mode would then need no separate removal, since a single point has measure zero, and the task would be to show integrability near $k=0$, where the volume element $k^2\,dk$ compensates the $1/k^2$ singularity. That version yields one number for the infinite system. A bound for every finite box would still require a comparison between the sum and the integral, whereas the finite sum gives it directly.
